# The L² Bernstein inequality for finite plane-wave sums, with its equality case

Let $\psi(x)=\sum_{|n|\le M} c_n\,e^{2\pi i n x/L}$ be a finite sum of plane waves with period $L>0$, complex coefficients $c_n$ and integer cutoff $M\ge 0$. Over any period, $\int|\psi'|^2\le(2\pi M/L)^2\int|\psi|^2$, with equality exactly when no coefficient other than $c_M$ and $c_{-M}$ is nonzero.

```lean
import Mathlib

open scoped Real ComplexConjugate

namespace PlaneWaveBernstein

noncomputable section

/-- The wave number `2πn/L` of the `n`-th plane wave in a periodic cell of length `L ≠ 0`. -/
def waveNumber (L : ℝ) (n : ℤ) : ℝ := 2 * π * n / L

/-- The plane wave `exp(i k x)` with `k = 2πn/L`, for a cell of length `L ≠ 0`. -/
def planeWave (L : ℝ) (n : ℤ) (x : ℝ) : ℂ :=
  Complex.exp ((waveNumber L n : ℂ) * Complex.I * (x : ℂ))

/-- The wave function with plane-wave coefficients `c n`, cut off at `|n| ≤ M`,
in a cell of length `L ≠ 0`. -/
def trigPoly (L : ℝ) (M : ℕ) (c : ℤ → ℂ) (x : ℝ) : ℂ :=
  ∑ n ∈ Finset.Icc (-(M : ℤ)) M, c n * planeWave L n x

/-- The integral of a plane wave over one period is `L` for `n = 0` and zero otherwise. -/
theorem integral_planeWave {L : ℝ} (hL : 0 < L) (a : ℝ) (n : ℤ) :
    ∫ x in a..(a + L), planeWave L n x = if n = 0 then (L : ℂ) else 0 := by
  by_cases hn : n = 0
  · subst hn
    simp [planeWave, waveNumber]
  · have hn' : (n : ℝ) ≠ 0 := Int.cast_ne_zero.mpr hn
    have hk' : waveNumber L n ≠ 0 :=
      div_ne_zero (mul_ne_zero (mul_ne_zero two_ne_zero Real.pi_ne_zero) hn') hL.ne'
    have hk : (waveNumber L n : ℂ) * Complex.I ≠ 0 :=
      mul_ne_zero (Complex.ofReal_ne_zero.mpr hk') Complex.I_ne_zero
    have hLc : (L : ℂ) * (L : ℂ)⁻¹ = 1 :=
      mul_inv_cancel₀ (Complex.ofReal_ne_zero.mpr hL.ne')
    -- the phase advances by a multiple of 2π over one period
    have hphase : (waveNumber L n : ℂ) * Complex.I * ((a + L : ℝ) : ℂ)
        = (waveNumber L n : ℂ) * Complex.I * (a : ℂ) + n * (2 * π * Complex.I) := by
      unfold waveNumber
      push_cast
      linear_combination (2 * (π : ℂ) * n * Complex.I) * hLc
    unfold planeWave
    rw [if_neg hn, integral_exp_mul_complex hk, hphase, Complex.exp_add,
      Complex.exp_int_mul_two_pi_mul_I, mul_one, sub_self, zero_div]

/-- The product of a conjugated plane wave with another one is the plane wave
of the difference index. -/
theorem conj_planeWave_mul (L : ℝ) (m n : ℤ) (x : ℝ) :
    conj (planeWave L m x) * planeWave L n x = planeWave L (n - m) x := by
  unfold planeWave waveNumber
  rw [← Complex.exp_conj, ← Complex.exp_add]
  congr 1
  simp only [map_mul, Complex.conj_ofReal, Complex.conj_I]
  push_cast
  ring

/-- Parseval's identity: the squared norm over one period is `L` times the sum of the
squared moduli of the coefficients. -/
theorem integral_norm_sq {L : ℝ} (hL : 0 < L) (a : ℝ) (M : ℕ) (c : ℤ → ℂ) :
    ∫ x in a..(a + L), ‖trigPoly L M c x‖ ^ 2
      = L * ∑ n ∈ Finset.Icc (-(M : ℤ)) M, ‖c n‖ ^ 2 := by
  have hcont : ∀ k, Continuous (planeWave L k) := by
    intro k
    unfold planeWave
    fun_prop
  -- expand the density into plane waves
  have hpt : ∀ x, ((‖trigPoly L M c x‖ ^ 2 : ℝ) : ℂ)
      = ∑ m ∈ Finset.Icc (-(M : ℤ)) M, ∑ n ∈ Finset.Icc (-(M : ℤ)) M,
          conj (c m) * c n * planeWave L (n - m) x := by
    intro x
    rw [Complex.ofReal_pow, ← Complex.conj_mul', trigPoly, map_sum, Finset.sum_mul_sum]
    refine Finset.sum_congr rfl fun m _ => Finset.sum_congr rfl fun n _ => ?_
    rw [← conj_planeWave_mul, map_mul]
    ring
  apply Complex.ofReal_injective
  rw [← intervalIntegral.integral_ofReal]
  simp only [hpt]
  rw [intervalIntegral.integral_finsetSum]
  · push_cast
    rw [Finset.mul_sum]
    refine Finset.sum_congr rfl fun m hm => ?_
    rw [intervalIntegral.integral_finsetSum]
    · -- only the diagonal term survives
      simp only [intervalIntegral.integral_const_mul, integral_planeWave hL, sub_eq_zero]
      rw [Finset.sum_eq_single m]
      · rw [if_pos rfl, Complex.conj_mul']
        ring
      · intro n _ hn
        rw [if_neg hn, mul_zero]
      · intro h
        exact absurd hm h
    · intro n _
      exact (continuous_const.mul (hcont _)).intervalIntegrable _ _
  · intro m _
    exact (continuous_finsetSum _ fun n _ =>
      continuous_const.mul (hcont _)).intervalIntegrable _ _

/-- Differentiation multiplies each plane-wave coefficient by `i` times its wave number. -/
theorem deriv_trigPoly (L : ℝ) (M : ℕ) (c : ℤ → ℂ) :
    deriv (trigPoly L M c)
      = trigPoly L M (fun n => Complex.I * (waveNumber L n : ℂ) * c n) := by
  funext x
  have h0 : HasDerivAt (fun y : ℝ => (y : ℂ)) ((1 : ℝ) : ℂ) x :=
    (hasDerivAt_id x).ofReal_comp
  have h := HasDerivAt.fun_sum (u := Finset.Icc (-(M : ℤ)) M) (fun n _ =>
    ((h0.const_mul ((waveNumber L n : ℂ) * Complex.I)).cexp).const_mul (c n))
  refine HasDerivAt.deriv (h.congr_deriv ?_)
  unfold trigPoly planeWave
  refine Finset.sum_congr rfl fun n _ => ?_
  push_cast
  ring

/-- The gap between the two sides of the Bernstein bound is a sum over the coefficients
with weights `M² - n²`. -/
theorem bernstein_gap {L : ℝ} (hL : 0 < L) (a : ℝ) (M : ℕ) (c : ℤ → ℂ) :
    (2 * π * M / L) ^ 2 * (∫ x in a..(a + L), ‖trigPoly L M c x‖ ^ 2)
        - ∫ x in a..(a + L), ‖deriv (trigPoly L M c) x‖ ^ 2
      = 4 * π ^ 2 / L *
        ∑ n ∈ Finset.Icc (-(M : ℤ)) M, ((M : ℝ) ^ 2 - (n : ℝ) ^ 2) * ‖c n‖ ^ 2 := by
  rw [deriv_trigPoly, integral_norm_sq hL, integral_norm_sq hL]
  simp only [Finset.mul_sum, ← Finset.sum_sub_distrib]
  refine Finset.sum_congr rfl fun n _ => ?_
  rw [norm_mul, norm_mul, Complex.norm_I, Complex.norm_real, Real.norm_eq_abs, one_mul,
    mul_pow, sq_abs, waveNumber]
  field_simp
  ring

/-- Bernstein's inequality in L²: over one period `∫|ψ'|² ≤ (2πM/L)² ∫|ψ|²`, with equality
exactly when only the coefficients `n = M` and `n = -M` may be nonzero. -/
theorem bernstein_L2 {L : ℝ} (hL : 0 < L) (a : ℝ) (M : ℕ) (c : ℤ → ℂ) :
    (∫ x in a..(a + L), ‖deriv (trigPoly L M c) x‖ ^ 2
      ≤ (2 * π * M / L) ^ 2 * ∫ x in a..(a + L), ‖trigPoly L M c x‖ ^ 2) ∧
    (∫ x in a..(a + L), ‖deriv (trigPoly L M c) x‖ ^ 2
      = (2 * π * M / L) ^ 2 * (∫ x in a..(a + L), ‖trigPoly L M c x‖ ^ 2) ↔
      ∀ n ∈ Finset.Icc (-(M : ℤ)) M, c n ≠ 0 → n = M ∨ n = -(M : ℤ)) := by
  have hgap := bernstein_gap hL a M c
  have hpos : 0 < 4 * π ^ 2 / L := by positivity
  -- every term of the gap is nonnegative
  have hterm : ∀ n ∈ Finset.Icc (-(M : ℤ)) M,
      0 ≤ ((M : ℝ) ^ 2 - (n : ℝ) ^ 2) * ‖c n‖ ^ 2 := by
    intro n hn
    obtain ⟨h1, h2⟩ := Finset.mem_Icc.mp hn
    have h1' : -(M : ℝ) ≤ n := by exact_mod_cast h1
    have h2' : (n : ℝ) ≤ M := by exact_mod_cast h2
    exact mul_nonneg (sub_nonneg.mpr (sq_le_sq' h1' h2')) (sq_nonneg _)
  refine ⟨?_, ?_⟩
  · have := mul_nonneg hpos.le (Finset.sum_nonneg hterm)
    linarith
  · rw [eq_comm, ← sub_eq_zero, hgap, mul_eq_zero, or_iff_right hpos.ne',
      Finset.sum_eq_zero_iff_of_nonneg hterm]
    refine forall_congr' fun n => forall_congr' fun _ => ?_
    constructor
    · intro h hc
      have hc' : ‖c n‖ ^ 2 ≠ 0 := pow_ne_zero 2 (norm_ne_zero_iff.mpr hc)
      have h3 : (n : ℝ) ^ 2 = (M : ℝ) ^ 2 :=
        (sub_eq_zero.mp ((mul_eq_zero.mp h).resolve_right hc')).symm
      have h4 : n ^ 2 = (M : ℤ) ^ 2 := by exact_mod_cast h3
      exact sq_eq_sq_iff_eq_or_eq_neg.mp h4
    · intro h
      by_cases hc : c n = 0
      · simp [hc]
      · rcases h hc with h | h <;> simp [h]

/-- The bound for derivatives of any order: the `k`-th derivative obeys
`∫|ψ⁽ᵏ⁾|² ≤ (2πM/L)²ᵏ ∫|ψ|²` over one period. -/
theorem bernstein_L2_iterated {L : ℝ} (hL : 0 < L) (a : ℝ) (M k : ℕ) (c : ℤ → ℂ) :
    ∫ x in a..(a + L), ‖iteratedDeriv k (trigPoly L M c) x‖ ^ 2
      ≤ (2 * π * M / L) ^ (2 * k) * ∫ x in a..(a + L), ‖trigPoly L M c x‖ ^ 2 := by
  induction k generalizing c with
  | zero => simp
  | succ k ih =>
    have h1 := ih (fun n => Complex.I * (waveNumber L n : ℂ) * c n)
    rw [← deriv_trigPoly] at h1
    have hK : 0 ≤ (2 * π * M / L) ^ (2 * k) := by positivity
    have h2 := mul_le_mul_of_nonneg_left (bernstein_L2 hL a M c).1 hK
    rw [iteratedDeriv_succ']
    refine (h1.trans h2).trans (le_of_eq ?_)
    rw [← mul_assoc, ← pow_add, mul_add, mul_one]

end

end PlaneWaveBernstein
```

```lean
#print axioms PlaneWaveBernstein.conj_planeWave_mul
#print axioms PlaneWaveBernstein.bernstein_L2_iterated
```

```
'PlaneWaveBernstein.conj_planeWave_mul' depends on axioms: [propext, Classical.choice, Quot.sound]
'PlaneWaveBernstein.bernstein_L2_iterated' depends on axioms: [propext, Classical.choice, Quot.sound]
```

## Reading `bernstein_L2`

The wave number of the $n$-th plane wave is $k_n=2\pi n/L$, written `waveNumber L n`. The function `planeWave L n` is $e_n(x)=e^{ik_nx}$, without a factor $1/\sqrt L$. The wave function is `trigPoly L M c`, the sum of $c_n e_n(x)$ over `Finset.Icc (-(M : ℤ)) M`, which is the set of integers from $-M$ to $M$. The coefficients are given as a function `c : ℤ → ℂ` on all integers, but only its values in this range enter $\psi$.

The theorem takes a real $L>0$, a real starting point $a$, a natural number $M$ and arbitrary coefficients. Its first half says
$$\int_a^{a+L}|\psi'(x)|^2\,dx\le\left(\frac{2\pi M}{L}\right)^2\int_a^{a+L}|\psi(x)|^2\,dx .$$
Its second half says that the two sides are equal if and only if every $n$ in the range with $c_n\neq0$ is $M$ or $-M$. The two edge coefficients may have any values, including zero, so $e_M$, $e_{-M}$, $\cos(2\pi Mx/L)$ and $\sin(2\pi Mx/L)$ all reach equality, and so does $\psi=0$. For $M=0$ the wave function is constant, both sides vanish, and the condition holds because $0$ is the only index.

The last theorem, `bernstein_L2_iterated`, gives the bound for the $k$-th derivative with the factor $(2\pi M/L)^{2k}$. It states the inequality only and has no equality clause.

Bernstein's name is most often attached to a bound on the maximum of $|\psi'|$ in terms of the maximum of $|\psi|$. The result here compares mean squares, which can be read off from the coefficients; it does not state a pointwise bound on the derivative.

## A ceiling on the kinetic energy

For a particle of mass $\mu$ on a ring of length $L$, the kinetic energy in a nonzero state $\psi$ is
$$\langle T\rangle=\frac{\hbar^2}{2\mu}\,\frac{\int|\psi'|^2}{\int|\psi|^2},$$
where both integrals run over one period. The division is needed because the file does not normalise $\psi$; a normalised state has $\sum_n|c_n|^2=1/L$. The theorem then reads
$$\langle T\rangle\le E_{\rm cut},\qquad E_{\rm cut}=\frac{\hbar^2}{2\mu}\left(\frac{2\pi M}{L}\right)^2 .$$
For one particle in one periodic dimension, a plane-wave cutoff is therefore a ceiling on the kinetic energy of every state in the basis, and only combinations of $e_M$ and $e_{-M}$ reach it.

As an example, take $M=2$ and let $c_1=c_2=1/\sqrt{2L}$ be the only nonzero coefficients. The mean of $k_n^2$ with weights $|c_n|^2$ is $\tfrac12(1+4)(2\pi/L)^2=2.5\,(2\pi/L)^2$, below the bound of $4\,(2\pi/L)^2$.

The model has strictly periodic boundary conditions. A Bloch state with nonzero crystal momentum has shifted wave numbers, and a three-dimensional cell has a set of reciprocal vectors in place of the integers from $-M$ to $M$. Neither case is treated here, and there is no potential or interaction in the statement.

## Orthogonality and Parseval's identity

The argument turns both integrals into sums over coefficients. The first ingredient is the integral of one plane wave over a period. For $n=0$ the integrand is $1$ and the integral is $L$. For $n\neq0$,
$$\int_a^{a+L}e^{ik_nx}\,dx=\frac{e^{ik_n(a+L)}-e^{ik_na}}{ik_n}=0,$$
because $k_nL=2\pi n$ and so $e^{ik_nL}=1$. In `integral_planeWave` the two cases are separated by `by_cases`, and `hphase` records that the exponent advances by $2\pi i n$ over one period.

The second ingredient is the product rule
$$\overline{e_m(x)}\,e_n(x)=e^{i(k_n-k_m)x}=e_{n-m}(x),$$
which is `conj_planeWave_mul`. Together they give
$$\int_a^{a+L}|\psi|^2\,dx=\sum_{m}\sum_{n}\overline{c_m}\,c_n\int_a^{a+L}e_{n-m}(x)\,dx=L\sum_{n}|c_n|^2,$$
since only the terms with $n=m$ survive. All sums run from $-M$ to $M$.

The lemma `integral_norm_sq` follows this line. The left side is a real integral and the expansion is complex, so the proof first moves the identity into $\mathbb C$ with `Complex.ofReal_injective`. The step `hpt` is the double sum for the density. Sum and integral are exchanged twice, with continuity supplying integrability, and `Finset.sum_eq_single m` keeps the diagonal term of the inner sum.

## The derivative is another plane-wave sum

Differentiating term by term gives
$$\psi'(x)=\sum_n (ik_nc_n)\,e_n(x).$$
This has the same form as $\psi$, with $c_n$ replaced by $ik_nc_n$. The lemma `deriv_trigPoly` says exactly this, as an equality between functions. It is proved through `HasDerivAt`, which establishes that the derivative exists and has this value.

Parseval's identity therefore applies to $\psi'$ without further work:
$$\int_a^{a+L}|\psi'|^2\,dx=L\sum_n k_n^2|c_n|^2 .$$

## The gap has weights $M^2-n^2$

Subtracting the two sides of the bound gives
$$\left(\frac{2\pi M}{L}\right)^2\int|\psi|^2-\int|\psi'|^2
=L\sum_n\left(k_M^2-k_n^2\right)|c_n|^2
=\frac{4\pi^2}{L}\sum_n\left(M^2-n^2\right)|c_n|^2 .$$
This is `bernstein_gap`. Its proof rewrites the derivative, uses Parseval's identity once for each integral, and compares the sums term by term.

Since $-M\le n\le M$, we have $n^2\le M^2$, so every term on the right is nonnegative. The prefactor $4\pi^2/L$ is positive, so the gap is nonnegative, which is the inequality.

Equality means that the gap is zero. A sum of nonnegative terms is zero only if each term is, so $(M^2-n^2)|c_n|^2=0$ for every $n$ in the range. Where $c_n\neq0$ this forces $n^2=M^2$, that is, $n=M$ or $n=-M$. Conversely, if only these indices carry nonzero coefficients, every term has a vanishing factor and the gap is zero.

## One nonnegativity fact for both halves

The main theorem turns on the Mathlib lemma `Finset.sum_eq_zero_iff_of_nonneg`. Given that every term of a finite sum is nonnegative, it says that the sum is zero if and only if every term is zero. The required input is `hterm`, the nonnegativity of $(M^2-n^2)|c_n|^2$ for $n$ in the range. The same `hterm` also goes into `Finset.sum_nonneg`, which yields the inequality.

The lemma is an equivalence, so the equality case can be handled by rewriting. The proof turns "the two sides are equal" into "the gap is zero", replaces the gap by its sum, removes the positive prefactor, and arrives at a condition on each index separately. That condition runs over the members of the index set, just as the equality condition in the theorem does. The two uses of `forall_congr'` remove the matching quantifier and membership assumption from both sides. What remains concerns a single $n$:
$$(M^2-n^2)|c_n|^2=0\quad\Longleftrightarrow\quad\bigl(c_n\neq0\Rightarrow n=M\text{ or }n=-M\bigr).$$
The forward direction moves the equation $n^2=M^2$ from the reals to the integers and takes the two roots there. The backward direction treats $c_n=0$ and $n=\pm M$ in turn.

## Higher derivatives by induction

Write $K=2\pi M/L$. For $k=0$ the claim is $\int|\psi|^2\le\int|\psi|^2$. Suppose that the bound holds for order $k$ and for all choices of coefficients. Because $\psi'$ is itself a plane-wave sum with the same cutoff, the assumption applies to it:
$$\int|\psi^{(k+1)}|^2=\int|(\psi')^{(k)}|^2\le K^{2k}\int|\psi'|^2\le K^{2k+2}\int|\psi|^2 .$$
The last step is the first-order bound. In Lean, `generalizing c` makes the induction hypothesis available for the new coefficients $ik_nc_n$, and `iteratedDeriv_succ'` expresses the derivative of order $k+1$ as the $k$-th derivative of $\psi'$.

## The same sum in a plane-wave code

A program that stores the coefficients does not need to differentiate on a grid. With `c` a NumPy array ordered from $n=-M$ to $n=M$ and not identically zero, the mean of $k_n^2$ with weights $|c_n|^2$ is

```python
n = np.arange(-M, M + 1)
k = 2 * np.pi * n / L
mean_k2 = np.sum(k**2 * np.abs(c)**2) / np.sum(np.abs(c)**2)
```

The factors $L$ from the two Parseval sums cancel in the ratio. Up to rounding, `mean_k2` cannot exceed `(2 * np.pi * M / L)**2`. This is a weak test of a program, because the ratio is a weighted average of the entries of `k**2` whatever the weights are. Coefficients stored in a different order from `n` also satisfy the bound, although the mean can then be wrong, and so does a wrong cell length used in both expressions.

The ceiling also matters for time propagation. Some explicit schemes, such as second-order differencing, are stable only for time steps below a limit set by the largest absolute value in the spectrum of the Hamiltonian in the basis, and Chebyshev expansions need an interval that contains the spectrum. For a single particle in this one-dimensional basis, the kinetic part lies between $0$ and $E_{\rm cut}$. Doubling $M$ at fixed $L$ doubles the largest wave number and multiplies $E_{\rm cut}$ by four.
